# Derrick's theorem: for d ≥ 3, a non-constant scalar field of finite energy that is stationary under dilation has its maximum energy at that scale

Replace a static lump of scalar field φ(x) in three dimensions by φ(l x), with l > 0: its gradient energy T > 0 becomes T/l and its potential energy V becomes V/l³. If the total energy is stationary at l = 1, then V = −T/3, and E(l) = T/l − T/(3l³) is largest exactly there, so either shrinking or swelling the lump lowers its energy.

```lean
import Mathlib

open MeasureTheory

namespace DerrickTheorem

noncomputable section

/-- Euclidean space of dimension `d`. -/
abbrev Space (d : ℕ) := EuclideanSpace ℝ (Fin d)

variable {d N : ℕ} {U : (Fin N → ℝ) → ℝ} {φ : Fin N → Space d → ℝ}

/-- The gradient energy density `½ ∑ₐ |∇φₐ|²` of a field with `N` real components. -/
def gradDensity (φ : Fin N → Space d → ℝ) (x : Space d) : ℝ :=
  (1 / 2) * ∑ a, ‖fderiv ℝ (φ a) x‖ ^ 2

/-- The potential energy density `U(φ(x))`. -/
def potDensity (U : (Fin N → ℝ) → ℝ) (φ : Fin N → Space d → ℝ) (x : Space d) : ℝ :=
  U (fun a => φ a x)

/-- The gradient energy `T`. -/
def gradEnergy (φ : Fin N → Space d → ℝ) : ℝ := ∫ x, gradDensity φ x

/-- The potential energy `V`. -/
def potEnergy (U : (Fin N → ℝ) → ℝ) (φ : Fin N → Space d → ℝ) : ℝ := ∫ x, potDensity U φ x

/-- The static energy, the integral of the total energy density. -/
def energy (U : (Fin N → ℝ) → ℝ) (φ : Fin N → Space d → ℝ) : ℝ :=
  ∫ x, (gradDensity φ x + potDensity U φ x)

/-- The dilated field `x ↦ φ(l x)`. -/
def dilate (l : ℝ) (φ : Fin N → Space d → ℝ) : Fin N → Space d → ℝ :=
  fun a x => φ a (l • x)

/-- The energy `E(l)` of the dilated field as a function of the scale `l`. -/
def dilationEnergy (U : (Fin N → ℝ) → ℝ) (φ : Fin N → Space d → ℝ) (l : ℝ) : ℝ :=
  energy U (dilate l φ)

/-- A continuously differentiable field whose gradient and potential energy densities are
both integrable. -/
structure FiniteEnergy (U : (Fin N → ℝ) → ℝ) (φ : Fin N → Space d → ℝ) : Prop where
  smooth : ∀ a, ContDiff ℝ 1 (φ a)
  grad : Integrable (gradDensity φ)
  pot : Integrable (potDensity U φ)

/-- For a differentiable field, dilation by `l` multiplies the gradient energy density by `l²`
and evaluates it at the point `l x`. -/
theorem gradDensity_dilate (hφ : ∀ a, Differentiable ℝ (φ a)) (l : ℝ) (x : Space d) :
    gradDensity (dilate l φ) x = l ^ 2 * gradDensity φ (l • x) := by
  have h : ∀ a, ‖fderiv ℝ (dilate l φ a) x‖ ^ 2 = l ^ 2 * ‖fderiv ℝ (φ a) (l • x)‖ ^ 2 := by
    intro a
    have h1 : HasFDerivAt (fun y : Space d => l • y)
        (l • ContinuousLinearMap.id ℝ (Space d)) x :=
      (l • ContinuousLinearMap.id ℝ (Space d)).hasFDerivAt
    -- chain rule
    have h2 := HasFDerivAt.comp x (hφ a (l • x)).hasFDerivAt h1
    have h3 : HasFDerivAt (dilate l φ a) (l • fderiv ℝ (φ a) (l • x)) x :=
      h2.congr_fderiv (by
        refine ContinuousLinearMap.ext fun v => ?_
        simp)
    rw [h3.fderiv, norm_smul, mul_pow, Real.norm_eq_abs, sq_abs]
  simp only [gradDensity, h, ← Finset.mul_sum]
  ring

/-- Scaling law: for a field of finite energy and `l > 0`, `E(l) = l^(2-d) T + l^(-d) V`. -/
theorem energy_dilate (hE : FiniteEnergy U φ) {l : ℝ} (hl : 0 < l) :
    dilationEnergy U φ l
      = l ^ (2 - (d : ℤ)) * gradEnergy φ + l ^ (-(d : ℤ)) * potEnergy U φ := by
  have hφ : ∀ a, Differentiable ℝ (φ a) := fun a => (hE.smooth a).differentiable (by simp)
  have h0 : dilationEnergy U φ l
      = ∫ x : Space d, (l ^ 2 * gradDensity φ (l • x) + potDensity U φ (l • x)) := by
    unfold dilationEnergy energy
    congr 1
    funext x
    exact congrArg (· + potDensity U (dilate l φ) x) (gradDensity_dilate hφ l x)
  -- change of variables `y = l x`
  have h1 := Measure.integral_comp_smul (volume : Measure (Space d))
    (fun y => l ^ 2 * gradDensity φ y + potDensity U φ y) l
  rw [finrank_euclideanSpace_fin, smul_eq_mul, abs_of_pos (inv_pos.mpr (pow_pos hl d)),
    integral_add (hE.grad.const_mul (l ^ 2)) hE.pot, integral_const_mul] at h1
  have h2 : l ^ (2 : ℤ) = l ^ 2 := by norm_cast
  rw [h0, h1, sub_eq_add_neg, zpow_add₀ hl.ne', h2, zpow_neg, zpow_natCast l d]
  unfold gradEnergy potEnergy
  ring

/-- The slope of `E(l)` at any scale `l > 0`, for a field of finite energy. -/
theorem hasDerivAt_dilationEnergy (hE : FiniteEnergy U φ) {l : ℝ} (hl : 0 < l) :
    HasDerivAt (dilationEnergy U φ)
      ((2 - (d : ℝ)) * l ^ (1 - (d : ℤ)) * gradEnergy φ
        - (d : ℝ) * l ^ (-(d : ℤ) - 1) * potEnergy U φ) l := by
  have h := ((hasDerivAt_zpow (2 - (d : ℤ)) l (Or.inl hl.ne')).mul_const (gradEnergy φ)).fun_add
    ((hasDerivAt_zpow (-(d : ℤ)) l (Or.inl hl.ne')).mul_const (potEnergy U φ))
  refine (h.congr_of_eventuallyEq ?_).congr_deriv ?_
  · filter_upwards [Ioi_mem_nhds hl] with k hk
    exact energy_dilate hE hk
  · have e : 2 - (d : ℤ) - 1 = 1 - (d : ℤ) := by ring
    rw [e]
    push_cast
    ring

/-- Virial relation in any dimension: the energy of a finite-energy field is stationary under
dilation exactly when `(d-2) T + d V = 0`. -/
theorem stationary_iff_virial (hE : FiniteEnergy U φ) :
    HasDerivAt (dilationEnergy U φ) 0 1 ↔
      ((d : ℝ) - 2) * gradEnergy φ + d * potEnergy U φ = 0 := by
  have h := hasDerivAt_dilationEnergy hE one_pos
  simp only [one_zpow, mul_one] at h
  constructor
  · intro h0
    linear_combination h0.unique h
  · intro hv
    exact h.congr_deriv (by linear_combination -hv)

/-- If a finite-energy field is stationary under dilation, then `E''(1) = -2(d-2) T`. -/
theorem second_derivative (hE : FiniteEnergy U φ) (hs : HasDerivAt (dilationEnergy U φ) 0 1) :
    HasDerivAt (deriv (dilationEnergy U φ)) (-2 * ((d : ℝ) - 2) * gradEnergy φ) 1 := by
  have hv := (stationary_iff_virial hE).mp hs
  have h := (((hasDerivAt_zpow (1 - (d : ℤ)) (1 : ℝ) (Or.inl one_ne_zero)).const_mul
      (2 - (d : ℝ))).mul_const (gradEnergy φ)).fun_sub
    (((hasDerivAt_zpow (-(d : ℤ) - 1) (1 : ℝ) (Or.inl one_ne_zero)).const_mul
      (d : ℝ)).mul_const (potEnergy U φ))
  refine (h.congr_of_eventuallyEq ?_).congr_deriv ?_
  · filter_upwards [Ioi_mem_nhds (zero_lt_one : (0 : ℝ) < 1)] with l hl
    exact (hasDerivAt_dilationEnergy hE hl).deriv
  · simp only [one_zpow]
    push_cast
    linear_combination ((d : ℝ) + 1) * hv

/-- A finite-energy field with a non-constant component has positive gradient energy. -/
theorem gradEnergy_pos (hE : FiniteEnergy U φ) (hne : ∃ a x y, φ a x ≠ φ a y) :
    0 < gradEnergy φ := by
  obtain ⟨a, x, y, hxy⟩ := hne
  have hnn : ∀ z, 0 ≤ gradDensity φ z := fun z =>
    mul_nonneg (by norm_num) (Finset.sum_nonneg fun b _ => sq_nonneg _)
  refine lt_of_le_of_ne (integral_nonneg hnn) fun h0 => hxy ?_
  have hz := (integral_eq_zero_iff_of_nonneg hnn hE.grad).mp h0.symm
  have hc : Continuous (fun z => (1 / 2 : ℝ) * ∑ b, ‖fderiv ℝ (φ b) z‖ ^ 2) :=
    continuous_const.mul (continuous_finsetSum _ fun b _ =>
      ((hE.smooth b).continuous_fderiv (by simp)).norm.pow 2)
  -- a continuous density that vanishes almost everywhere vanishes everywhere
  have hf : gradDensity φ = 0 := Measure.eq_of_ae_eq hz hc continuous_zero
  refine is_const_of_fderiv_eq_zero (𝕜 := ℝ) ((hE.smooth a).differentiable (by simp))
    (fun z => ?_) x y
  have hsum : ∑ b, ‖fderiv ℝ (φ b) z‖ ^ 2 = 0 := by
    have h := congrFun hf z
    simp only [gradDensity, Pi.zero_apply] at h
    linarith
  have h := (Finset.sum_eq_zero_iff_of_nonneg (fun b _ => sq_nonneg _)).mp hsum a
    (Finset.mem_univ a)
  exact norm_eq_zero.mp ((pow_eq_zero_iff two_ne_zero).mp h)

/-- For `d ≥ 3` and a positive scale `l ≠ 1`, `d l² - (d-2) < 2 l^d`. -/
theorem scale_inequality {l : ℝ} (hl : 0 < l) (h1 : l ≠ 1) {d : ℕ} (hd : 3 ≤ d) :
    (d : ℝ) * l ^ 2 - ((d : ℝ) - 2) < 2 * l ^ d := by
  have hs : 0 < (l - 1) ^ 2 := by
    have := sub_ne_zero.mpr h1
    positivity
  induction d, hd using Nat.le_induction with
  | base =>
    have := mul_pos hs (by linarith : 0 < 2 * l + 1)
    push_cast
    nlinarith
  | succ n hn ih =>
    have hn' : (3 : ℝ) ≤ n := by exact_mod_cast hn
    have a := mul_lt_mul_of_pos_left ih hl
    have hnl : 0 < (n : ℝ) * l := mul_pos (by linarith) hl
    have b := mul_nonneg hs.le (by linarith : 0 ≤ (n : ℝ) * l + n - 1)
    push_cast
    rw [pow_succ l n]
    nlinarith

/-- Derrick's theorem: let a non-constant finite-energy field in `d ≥ 3` dimensions be stationary
under dilation. Then `(d-2) T + d V = 0`, `E''(1) = -2(d-2) T < 0`, every other scale `l > 0` has
lower energy, and `l = 1` is not a local minimum. -/
theorem derrick (hd : 3 ≤ d) (hE : FiniteEnergy U φ) (hne : ∃ a x y, φ a x ≠ φ a y)
    (hs : HasDerivAt (dilationEnergy U φ) 0 1) :
    ((d : ℝ) - 2) * gradEnergy φ + d * potEnergy U φ = 0 ∧
    HasDerivAt (deriv (dilationEnergy U φ)) (-2 * ((d : ℝ) - 2) * gradEnergy φ) 1 ∧
    -2 * ((d : ℝ) - 2) * gradEnergy φ < 0 ∧
    (∀ l : ℝ, 0 < l → l ≠ 1 → dilationEnergy U φ l < dilationEnergy U φ 1) ∧
    ¬ IsLocalMin (dilationEnergy U φ) 1 := by
  have hv := (stationary_iff_virial hE).mp hs
  have hT := gradEnergy_pos hE hne
  have hd' : (3 : ℝ) ≤ d := by exact_mod_cast hd
  have hmax : ∀ l : ℝ, 0 < l → l ≠ 1 → dilationEnergy U φ l < dilationEnergy U φ 1 := by
    intro l hl h1
    have h2 : l ^ (2 : ℤ) = l ^ 2 := by norm_cast
    have hq : l ^ (-(d : ℤ)) * l ^ d = 1 := by
      rw [zpow_neg, zpow_natCast, inv_mul_cancel₀ (pow_pos hl d).ne']
    have hp : 0 < l ^ (-(d : ℤ)) := zpow_pos hl _
    rw [energy_dilate hE hl, energy_dilate hE one_pos, one_zpow, one_zpow,
      sub_eq_add_neg, zpow_add₀ hl.ne', h2]
    generalize l ^ (-(d : ℤ)) = p at hq hp ⊢
    have key := mul_lt_mul_of_pos_left (scale_inequality hl h1 hd) (mul_pos hp hT)
    -- eliminate `V` by the virial relation and compare `d E(l)` with `d E(1)`
    refine lt_of_mul_lt_mul_left (a := (d : ℝ)) ?_ (Nat.cast_nonneg d)
    calc (d : ℝ) * (l ^ 2 * p * gradEnergy φ + p * potEnergy U φ)
        = p * gradEnergy φ * ((d : ℝ) * l ^ 2 - ((d : ℝ) - 2)) := by
          linear_combination p * hv
      _ < p * gradEnergy φ * (2 * l ^ d) := key
      _ = (d : ℝ) * (1 * gradEnergy φ + 1 * potEnergy U φ) := by
          linear_combination 2 * gradEnergy φ * hq - hv
  refine ⟨hv, second_derivative hE hs, ?_, hmax, fun hmin => ?_⟩
  · have := mul_pos (by linarith : 0 < (d : ℝ) - 2) hT
    linarith
  · have hm : ∀ᶠ l in nhds (1 : ℝ), dilationEnergy U φ 1 ≤ dilationEnergy U φ l := hmin
    have hr : ∀ᶠ l in nhdsWithin (1 : ℝ) (Set.Ioi 1), 1 < l := self_mem_nhdsWithin
    obtain ⟨l, h1, h2⟩ := ((hm.filter_mono nhdsWithin_le_nhds).and hr).exists
    exact not_lt_of_ge h1 (hmax l (by linarith) h2.ne')

/-- For a non-negative potential in `d ≥ 3` dimensions, every finite-energy field that is
stationary under dilation is constant. -/
theorem constant_of_nonneg_potential (hd : 3 ≤ d) (hU : ∀ v, 0 ≤ U v) (hE : FiniteEnergy U φ)
    (hs : HasDerivAt (dilationEnergy U φ) 0 1) (a : Fin N) (x y : Space d) :
    φ a x = φ a y := by
  by_contra hxy
  have hT := gradEnergy_pos hE ⟨a, x, y, hxy⟩
  have hv := (stationary_iff_virial hE).mp hs
  have hV : 0 ≤ potEnergy U φ := integral_nonneg fun z => hU _
  have hd' : (3 : ℝ) ≤ d := by exact_mod_cast hd
  have h1 := mul_pos (by linarith : 0 < (d : ℝ) - 2) hT
  have h2 := mul_nonneg (by linarith : 0 ≤ (d : ℝ)) hV
  linarith

end

end DerrickTheorem
```

```lean
#print axioms DerrickTheorem.derrick
#print axioms DerrickTheorem.constant_of_nonneg_potential
```

```
'DerrickTheorem.derrick' depends on axioms: [propext, Classical.choice, Quot.sound]
'DerrickTheorem.constant_of_nonneg_potential' depends on axioms: [propext, Classical.choice, Quot.sound]
```

## Can a scalar lump hold its own size?

The physical question is whether a localised static field can settle at a preferred size. The field has N real components φ_a on d-dimensional space, and its static energy is

E[φ] = ∫ (½ Σ_a |∇φ_a|² + U(φ)) dx.

T is the integral of the first term and V that of the second. T is therefore a gradient energy, not a kinetic energy. The scale l is an inverse size: l > 1 compresses the lump.

The theorem `derrick` takes d ≥ 3, a field of finite energy with at least one non-constant component, and stationarity at l = 1. It concludes that

(d−2) T + d V = 0,
E''(1) = −2(d−2) T < 0,

that E(l) < E(1) for every positive l ≠ 1, and that l = 1 is not a local minimum. The companion `constant_of_nonneg_potential` says that if U ≥ 0 everywhere, a field of finite energy in d ≥ 3 whose energy is stationary under dilation is constant.

## What the hypotheses mean

`Space d` is Euclidean space, and `fderiv ℝ (φ a) x` is the derivative of one component, whose norm is the length of the gradient. `gradEnergy φ` and `potEnergy U φ` are T and V, and `dilationEnergy U φ` is the function E(l).

`FiniteEnergy` asks for continuously differentiable components and for both energy densities to be integrable. For a lump in infinite space, this means measuring U from its value in the surrounding vacuum. U itself need be neither continuous nor bounded below.

`HasDerivAt (dilationEnergy U φ) 0 1` says that E has derivative 0 at the point 1. This is assumed of the field. The step left to the physicist is to pass from a solution of the static field equation ∇²φ_a = ∂U/∂φ_a to this condition, which requires enough regularity and decay at infinity. The conclusion concerns energy along the dilations and involves no time evolution.

For this classical scalar model, the virial relation offers a check on a numerically computed static profile. In semiclassical tunnelling with a Euclidean action of the same form, a non-constant bounce meeting these hypotheses has a change of scale that lowers its action.

## From the chain rule to the curvature

The gradient of φ_a(l x) is l (∇φ_a)(l x), so the gradient density gains a factor l² and is evaluated at l x. This is `gradDensity_dilate`. Substituting y = l x, with dx = l^(−d) dy, gives

E(l) = l^(2−d) T + l^(−d) V.

In `energy_dilate`, `Measure.integral_comp_smul` performs this substitution, and integrability permits the single energy integral to be split into T and V. Differentiation gives

E'(l) = (2−d) l^(1−d) T − d l^(−d−1) V.

At l = 1 this vanishes exactly when (d−2)T + dV = 0, which is `stationary_iff_virial`; it holds in every dimension. In Lean, the derivative of the explicit formula carries over to E because the two agree at all scales near the given positive one. A second differentiation gives

E''(1) = (d−2)(d−1) T + d(d+1) V.

The virial relation replaces dV by −(d−2)T, so

E''(1) = (d−2)(d−1) T − (d+1)(d−2) T = −2(d−2) T.

The `linear_combination` at the end of `second_derivative` makes this replacement.

The sign needs T > 0, supplied by `gradEnergy_pos`. If T were zero, the non-negative gradient density would vanish almost everywhere, and by continuity everywhere. Every gradient would then be zero and every component constant, contrary to hypothesis.

## Why every other scale has lower energy

Eliminating V with the virial relation gives

d E(l) = l^(−d) T (d l² − (d−2)),
d E(1) = 2T.

Since T > 0, the claim E(l) < E(1) is equivalent to

d l² − (d−2) < 2 l^d for l > 0, l ≠ 1.

This is `scale_inequality`, proved by induction on d. For d = 3 the difference of the two sides is

2l³ − 3l² + 1 = (l−1)² (2l+1) > 0.

Suppose the inequality holds for n ≥ 3. Multiplying it by l gives n l³ − (n−2) l < 2 l^(n+1). The left side is at least the one required for n + 1, because

n l³ − (n−2) l − [(n+1) l² − (n−1)] = (l−1)² (n l + n − 1) ≥ 0.

In the code, `a` is the multiplied induction hypothesis, `b` is this non-negative product, and `nlinarith` combines them. In `derrick`, `lt_of_mul_lt_mul_left` reduces the claim to d E(l) < d E(1), which the `calc` block proves.

Every neighbourhood of 1 contains some l > 1, where the energy is lower, so l = 1 cannot be a local minimum. For the companion result, U ≥ 0 gives V ≥ 0. A non-constant field would have T > 0, making (d−2)T + dV positive instead of zero.

The condition d ≥ 3 cannot be relaxed to d ≥ 2: in two dimensions with U = 0, E(l) = T at every positive scale.

## Numbers for d = 3

Take T = 6 and V = −2 in some energy unit. The virial relation reads 6 + 3·(−2) = 0, and

E(l) = 6/l − 2/l³.

Then E(1) = 4. At half the width, E(2) = 3 − 0.25 = 2.75; at twice the width, E(1/2) = 12 − 16 = −4. Both are lower, and the curvature is E''(1) = 12 − 24 = −12, in agreement with −2(d−2)T.
